# A positive core polarizability lowers the tune-out frequency between two lines of positive strength

A tune-out frequency can be computed by searching numerically for a zero of the dynamic polarizability between two neighbouring resonances. A bracketing method such as bisection starts from an interval that contains a zero, and it helps to know that there is no second one. For two lines of positive strength and a constant, nonnegative core term, there is exactly one zero between the lines. The same model without the core gives an upper bound for it in closed form.

## Light shift and the two-line model

Far from resonance, light shifts an atomic level by an amount proportional to the intensity and to the polarizability $\alpha(w)$ at the light frequency $w$. Where $\alpha$ vanishes, so does this shift; that frequency is called a tune-out frequency. Take two resonance frequencies $0<w_1<w_2$ with strengths $S_1,S_2>0$, and a constant $c\ge 0$:

$$\alpha(w)=\frac{S_1}{w_1^2-w^2}+\frac{S_2}{w_2^2-w^2}+c .$$

In atomic units $S_1$ and $S_2$ are oscillator strengths. Each is proportional to the transition frequency times the squared dipole matrix element, so they are not the tabulated "line strengths". They are positive for transitions upward from the ground state.

The constant $c$ stands for the closed-shell core. Its excitations lie far above optical frequencies, so its response is positive and nearly independent of $w$. The model postulates both properties.

Between the lines the first term is negative and the second positive. Without a core they cancel at

$$w^2=X_0,\qquad X_0=\frac{S_1w_2^2+S_2w_1^2}{S_1+S_2}.$$

Each squared frequency is weighted by the strength of the other line, so the zero lies nearer to the weaker line on the scale of $w^2$.

## One zero, by monotonicity and a change of sign

**Uniqueness.** Consider one line with squared resonance frequency $a$ and strength $S>0$, and two squared light frequencies $x<y$ on the same side of $a$. Then

$$\frac{S}{a-y}-\frac{S}{a-x}=\frac{S(y-x)}{(a-x)(a-y)}>0 .$$

Both lines therefore contribute increasing terms on $(w_1,w_2)$. The constant $c$ changes nothing, so $\alpha$ is strictly increasing there and has at most one zero.

**Existence.** Let $D(w)=(w^2-w_1^2)(w_2^2-w^2)$, which is positive between the lines. Multiplication by $D$ clears the denominators:

$$\begin{aligned}
\alpha D&=-S_1(w_2^2-w^2)+S_2(w^2-w_1^2)+cD\\
&=(S_1+S_2)(w^2-X_0)+cD .
\end{aligned}$$

Call the last expression $g(w)$. It is a polynomial, defined at the resonances too, with

$$g(w_1)=-S_1(w_2^2-w_1^2)<0,\qquad g(w_2)=S_2(w_2^2-w_1^2)>0 .$$

By the intermediate value theorem $g$ vanishes somewhere in $(w_1,w_2)$. Since $D>0$ there, $\alpha$ vanishes at the same point.

## The size and sign of the core correction

Setting $g(w)=0$ gives an exact condition for the tune-out frequency:

$$w^2=X_0-\frac{c\,D(w)}{S_1+S_2}.$$

The unknown $w$ also appears on the right, so this is an implicit equation. Its sign is nevertheless plain: $D>0$ and $S_1+S_2>0$, so $w^2\le X_0$ for $c\ge0$, with equality exactly when $c=0$.

For the size of the shift, use

$$4D(w)=(w_2^2-w_1^2)^2-(w_1^2+w_2^2-2w^2)^2\le (w_2^2-w_1^2)^2 ,$$

which yields

$$0\le X_0-w^2\le\frac{c\,(w_2^2-w_1^2)^2}{4(S_1+S_2)} .$$

Within the model, this encloses the zero from both sides before any search begins. The lower limit on $w^2$ lies above $w_1^2$ only if $c\,(w_2^2-w_1^2)<4S_1$; otherwise it adds nothing to $w>w_1$, and the search interval must still be kept above the pole at $w_1$.

Two more facts follow from monotonicity. First, $\alpha$ is negative below the tune-out frequency and positive above it, as long as $w$ stays between the lines. Second, if the core term is raised from $c$ to $c'$, the polarizability at the old zero becomes $c'-c>0$, so the new zero lies strictly lower.

## A negative strength can remove the zero

Let $w_1=1$, $w_2=2$, $S_1=1$, $S_2=-2$ and $c=0$. For $1<w<2$ the terms $1/(1-w^2)$ and $-2/(4-w^2)$ are both negative, so $\alpha$ has no zero between the lines. Negative strengths do occur: for an atom in an excited state, transitions to lower levels contribute with this sign.

## What the Lean statements say

The frequencies, strengths and core term are real numbers in any consistent units. `polarizability w1 w2 S1 S2 c w` is $\alpha(w)$, `valenceTuneOutSq w1 w2 S1 S2` is $X_0$, and `Ioo w1 w2` is the open interval between the lines, which excludes both poles.

The main theorem, `tuneOut_existsUnique_and_le`, assumes $0<w_1<w_2$, $S_1,S_2>0$ and $c\ge0$. It states that there is exactly one $w$ with all of the following properties:

- $w$ lies between the lines and $\alpha(w)=0$;
- $w^2\le X_0$, and $w^2=X_0$ if and only if $c=0$;
- every zero $v$ of $\alpha$ between the lines equals $w$.

The last property matters because `∃!` applies to the whole list. Without it, the statement would leave room for another zero that violates the inequality.

The other theorems give the exact condition, the sign of $\alpha$, the dependence on the core term and the bound on the shift. Of these, only the bound on the shift requires a nonnegative core.

The model has no linewidths, no further valence lines with their own frequency dependence, and no vector or tensor light shifts. Zeros outside $(w_1,w_2)$ are not considered.

## The complete file

```lean
import Mathlib

open Set

namespace TuneOutFrequency

noncomputable section

/-- Dynamic polarizability at frequency `w` of an atom with two resonance lines `w1`, `w2` of
strengths `S1`, `S2` and a constant core term `c`; its domain is `w ^ 2 ≠ w1 ^ 2, w2 ^ 2`. -/
def polarizability (w1 w2 S1 S2 c w : ℝ) : ℝ :=
  S1 / (w1 ^ 2 - w ^ 2) + S2 / (w2 ^ 2 - w ^ 2) + c

/-- The mean of the squared resonance frequencies in which each line is weighted by the strength
of the other one; its domain is `S1 + S2 ≠ 0`. -/
def valenceTuneOutSq (w1 w2 S1 S2 : ℝ) : ℝ :=
  (S1 * w2 ^ 2 + S2 * w1 ^ 2) / (S1 + S2)

variable {w1 w2 S1 S2 c w : ℝ}

/-- A frequency between two positive resonance frequencies also lies between them after
squaring. -/
theorem detunings_pos (h1 : 0 < w1) (hw : w ∈ Ioo w1 w2) :
    0 < w ^ 2 - w1 ^ 2 ∧ 0 < w2 ^ 2 - w ^ 2 := by
  obtain ⟨ha, hb⟩ := hw
  have p1 := mul_pos (sub_pos.2 ha) (by linarith : 0 < w + w1)
  have p2 := mul_pos (sub_pos.2 hb) (by linarith : 0 < w2 + w)
  constructor
  · linarith
  · linarith

/-- The contribution of a single line of positive strength grows with the squared frequency, as
long as both frequencies lie on the same side of the resonance. -/
theorem line_lt {S a x y : ℝ} (hS : 0 < S) (hxy : x < y) (h : 0 < (a - x) * (a - y)) :
    S / (a - x) < S / (a - y) := by
  have hx : a - x ≠ 0 := left_ne_zero_of_mul h.ne'
  have hy : a - y ≠ 0 := right_ne_zero_of_mul h.ne'
  have hpos : 0 < S / (a - y) - S / (a - x) := by
    rw [div_sub_div _ _ hy hx]
    apply div_pos
    · linarith [mul_pos hS (sub_pos.2 hxy)]
    · linarith
  linarith

/-- Between two positive resonance frequencies with positive strengths the polarizability is
strictly increasing in the frequency. -/
theorem polarizability_strictMonoOn (h1 : 0 < w1) (hS1 : 0 < S1) (hS2 : 0 < S2) :
    StrictMonoOn (polarizability w1 w2 S1 S2 c) (Ioo w1 w2) := by
  intro x hx y hy hxy
  obtain ⟨hx1, hx2⟩ := detunings_pos h1 hx
  obtain ⟨hy1, hy2⟩ := detunings_pos h1 hy
  have hsq : x ^ 2 < y ^ 2 := by
    have := mul_pos (sub_pos.2 hxy) (by linarith [hx.1, hy.1] : 0 < y + x)
    linarith
  have l1 := line_lt (a := w1 ^ 2) hS1 hsq (by linarith [mul_pos hx1 hy1])
  have l2 := line_lt (a := w2 ^ 2) hS2 hsq (mul_pos hx2 hy2)
  unfold polarizability
  linarith

/-- Between two positive resonance frequencies with positive strengths, the polarizability
vanishes exactly when `w ^ 2` lies below the weighted mean by the stated core correction. -/
theorem polarizability_eq_zero_iff (h1 : 0 < w1) (hS1 : 0 < S1) (hS2 : 0 < S2)
    (hw : w ∈ Ioo w1 w2) :
    polarizability w1 w2 S1 S2 c w = 0 ↔
      w ^ 2 = valenceTuneOutSq w1 w2 S1 S2
        - c * ((w ^ 2 - w1 ^ 2) * (w2 ^ 2 - w ^ 2)) / (S1 + S2) := by
  obtain ⟨ha, hb⟩ := detunings_pos h1 hw
  have hD := mul_pos ha hb
  have hS : 0 < S1 + S2 := add_pos hS1 hS2
  have e1 : S1 / (w1 ^ 2 - w ^ 2) * (w1 ^ 2 - w ^ 2) = S1 :=
    div_mul_cancel₀ _ (by linarith : w1 ^ 2 - w ^ 2 < 0).ne
  have e2 : S2 / (w2 ^ 2 - w ^ 2) * (w2 ^ 2 - w ^ 2) = S2 := div_mul_cancel₀ _ hb.ne'
  -- clear the two resonance denominators
  have key : polarizability w1 w2 S1 S2 c w * ((w ^ 2 - w1 ^ 2) * (w2 ^ 2 - w ^ 2)) =
      (S1 + S2) * w ^ 2 - (S1 * w2 ^ 2 + S2 * w1 ^ 2)
        + c * ((w ^ 2 - w1 ^ 2) * (w2 ^ 2 - w ^ 2)) := by
    unfold polarizability
    linear_combination (-(w2 ^ 2 - w ^ 2)) * e1 + (w ^ 2 - w1 ^ 2) * e2
  unfold valenceTuneOutSq
  rw [← sub_div, eq_div_iff hS.ne']
  constructor
  · intro h
    rw [h] at key
    linarith
  · intro h
    have h0 : polarizability w1 w2 S1 S2 c w * ((w ^ 2 - w1 ^ 2) * (w2 ^ 2 - w ^ 2)) = 0 := by
      rw [key]
      linarith
    exact (mul_eq_zero.1 h0).resolve_right hD.ne'

/-- Two lines `0 < w1 < w2` of positive strength and a core term `c ≥ 0` have exactly one
tune-out frequency between the lines. Its square is at most the weighted mean
`(S1 w2² + S2 w1²) / (S1 + S2)`, with equality exactly when the core term vanishes. -/
theorem tuneOut_existsUnique_and_le (h1 : 0 < w1) (h12 : w1 < w2) (hS1 : 0 < S1)
    (hS2 : 0 < S2) (hc : 0 ≤ c) :
    ∃! w, w ∈ Ioo w1 w2 ∧ polarizability w1 w2 S1 S2 c w = 0 ∧
      w ^ 2 ≤ valenceTuneOutSq w1 w2 S1 S2 ∧
      (w ^ 2 = valenceTuneOutSq w1 w2 S1 S2 ↔ c = 0) ∧
      ∀ v ∈ Ioo w1 w2, polarizability w1 w2 S1 S2 c v = 0 → v = w := by
  have hS : 0 < S1 + S2 := add_pos hS1 hS2
  have hinj := (polarizability_strictMonoOn (w2 := w2) (c := c) h1 hS1 hS2).injOn
  -- the polynomial without denominators changes sign between the two lines
  let g : ℝ → ℝ := fun x => (S1 + S2) * x ^ 2 - (S1 * w2 ^ 2 + S2 * w1 ^ 2)
    + c * ((x ^ 2 - w1 ^ 2) * (w2 ^ 2 - x ^ 2))
  have hg : Continuous g := by fun_prop
  have hgap : 0 < w2 ^ 2 - w1 ^ 2 := by
    have := mul_pos (sub_pos.2 h12) (by linarith : 0 < w2 + w1)
    linarith
  have hg1 : g w1 < 0 := by
    have e : g w1 = -(S1 * (w2 ^ 2 - w1 ^ 2)) := by
      simp only [g]
      ring
    linarith [mul_pos hS1 hgap]
  have hg2 : 0 < g w2 := by
    have e : g w2 = S2 * (w2 ^ 2 - w1 ^ 2) := by
      simp only [g]
      ring
    linarith [mul_pos hS2 hgap]
  obtain ⟨w, hw, hgw⟩ := intermediate_value_Ioo h12.le hg.continuousOn ⟨hg1, hg2⟩
  simp only [g] at hgw
  have hsq : w ^ 2 = valenceTuneOutSq w1 w2 S1 S2
      - c * ((w ^ 2 - w1 ^ 2) * (w2 ^ 2 - w ^ 2)) / (S1 + S2) := by
    unfold valenceTuneOutSq
    rw [← sub_div, eq_div_iff hS.ne']
    linarith
  have hz := (polarizability_eq_zero_iff h1 hS1 hS2 hw).2 hsq
  obtain ⟨ha, hb⟩ := detunings_pos h1 hw
  have hD := mul_pos ha hb
  -- the core correction is nonnegative and vanishes only with the core term
  have hcorr := div_nonneg (mul_nonneg hc hD.le) hS.le
  refine ⟨w, ⟨hw, hz, by linarith, ⟨fun h => ?_, fun h => ?_⟩, fun v hv hv0 =>
    hinj hv hw (hv0.trans hz.symm)⟩, fun v hv => hinj hv.1 hw (hv.2.1.trans hz.symm)⟩
  · have h0 : c * ((w ^ 2 - w1 ^ 2) * (w2 ^ 2 - w ^ 2)) / (S1 + S2) = 0 := by linarith
    exact (mul_eq_zero.1 ((div_eq_zero_iff.1 h0).resolve_right hS.ne')).resolve_right hD.ne'
  · rw [h, zero_mul, zero_div, sub_zero] at hsq
    exact hsq

/-- Between two positive resonance frequencies with positive strengths, the polarizability is
negative exactly below a tune-out frequency `t` between them and positive exactly above it. -/
theorem polarizability_sign {t : ℝ} (h1 : 0 < w1) (hS1 : 0 < S1) (hS2 : 0 < S2)
    (ht : t ∈ Ioo w1 w2) (h0 : polarizability w1 w2 S1 S2 c t = 0) (hw : w ∈ Ioo w1 w2) :
    (polarizability w1 w2 S1 S2 c w < 0 ↔ w < t) ∧
      (0 < polarizability w1 w2 S1 S2 c w ↔ t < w) := by
  have hm := polarizability_strictMonoOn (w2 := w2) (c := c) h1 hS1 hS2
  have l := hm.lt_iff_lt hw ht
  have r := hm.lt_iff_lt ht hw
  rw [h0] at l r
  exact ⟨l, r⟩

/-- For fixed positive resonance frequencies and positive strengths, a larger core term gives a
strictly lower tune-out frequency between the lines. -/
theorem tuneOut_lt_of_core_lt {c' w' : ℝ} (h1 : 0 < w1) (hS1 : 0 < S1) (hS2 : 0 < S2)
    (hcc : c < c') (hw : w ∈ Ioo w1 w2) (hw' : w' ∈ Ioo w1 w2)
    (h : polarizability w1 w2 S1 S2 c w = 0)
    (h' : polarizability w1 w2 S1 S2 c' w' = 0) : w' < w := by
  -- at the old tune-out frequency the larger core leaves a positive polarizability
  apply (polarizability_sign h1 hS1 hS2 hw' h' hw).2.1
  unfold polarizability at h ⊢
  linarith

/-- For positive resonance frequencies, positive strengths and a core term `c ≥ 0`, the core lowers
the square of a tune-out frequency between the lines by at most `c (w2² - w1²)² / (4 (S1 + S2))`,
measured from the weighted mean. -/
theorem core_shift_le (h1 : 0 < w1) (hS1 : 0 < S1) (hS2 : 0 < S2) (hc : 0 ≤ c)
    (hw : w ∈ Ioo w1 w2) (h : polarizability w1 w2 S1 S2 c w = 0) :
    valenceTuneOutSq w1 w2 S1 S2 - w ^ 2 ≤
      c * (w2 ^ 2 - w1 ^ 2) ^ 2 / (4 * (S1 + S2)) := by
  have hS : 0 < S1 + S2 := add_pos hS1 hS2
  have hsq := (polarizability_eq_zero_iff h1 hS1 hS2 hw).1 h
  -- the product of the two detunings is largest midway between the squared frequencies
  have hD : (w ^ 2 - w1 ^ 2) * (w2 ^ 2 - w ^ 2) ≤ (w2 ^ 2 - w1 ^ 2) ^ 2 / 4 := by
    linarith [sq_nonneg (w1 ^ 2 + w2 ^ 2 - 2 * w ^ 2)]
  calc valenceTuneOutSq w1 w2 S1 S2 - w ^ 2
      = c * ((w ^ 2 - w1 ^ 2) * (w2 ^ 2 - w ^ 2)) / (S1 + S2) := by linarith
    _ ≤ c * ((w2 ^ 2 - w1 ^ 2) ^ 2 / 4) / (S1 + S2) :=
        div_le_div_of_nonneg_right (mul_le_mul_of_nonneg_left hD hc) hS.le
    _ = c * (w2 ^ 2 - w1 ^ 2) ^ 2 / (4 * (S1 + S2)) := by rw [mul_div_assoc', div_div]

end

end TuneOutFrequency
```

```lean
#print axioms TuneOutFrequency.tuneOut_existsUnique_and_le
-- 'TuneOutFrequency.tuneOut_existsUnique_and_le' depends on axioms: [propext, Classical.choice, Quot.sound]
#print axioms TuneOutFrequency.tuneOut_lt_of_core_lt
-- 'TuneOutFrequency.tuneOut_lt_of_core_lt' depends on axioms: [propext, Classical.choice, Quot.sound]
#print axioms TuneOutFrequency.core_shift_le
-- 'TuneOutFrequency.core_shift_le' depends on axioms: [propext, Classical.choice, Quot.sound]
```

## From the algebra to the Lean proof

`detunings_pos` shows that $w^2-w_1^2$ and $w_2^2-w^2$ are positive by factoring each as a difference of squares. The assumption $w_1>0$ makes the sums of frequencies in these factorizations positive; it is used in the same way later, to compare the squares of two frequencies.

`line_lt` is the single-line comparison. Its hypothesis `0 < (a - x) * (a - y)` says that both squared frequencies lie on the same side of the resonance, so one lemma serves the line below and the line above. `polarizability_strictMonoOn` applies it to each line and adds the results.

`polarizability_eq_zero_iff` contains the exact condition. The facts `e1` and `e2` cancel one denominator each, and `linear_combination` assembles them into `key`, the identity $\alpha D=g$. In one direction, $\alpha=0$ is inserted into `key`. In the other, $\alpha D=0$ and $D\ne0$ give $\alpha=0$.

The main theorem defines the polynomial `g`, computes its signs at the two resonances in `hg1` and `hg2`, and obtains a zero from `intermediate_value_Ioo`. The exact condition turns this into a zero of the polarizability. The fact `hcorr` says that the core correction is nonnegative, which gives the inequality. In the equality case the correction is zero, and since $D$ and $S_1+S_2$ are not, $c$ must be. Uniqueness comes from `hinj`, the injectivity of a strictly increasing function.

`polarizability_sign` compares the value at $w$ with the value zero at $t$, again by monotonicity. `tuneOut_lt_of_core_lt` evaluates the polarizability with the larger core at the old zero and reads off the order of the two zeros from its sign. In `core_shift_le`, the square passed to `sq_nonneg` is the one subtracted in the formula for $4D$ above; the `calc` block then carries the bound on $D$ over to the shift.
